# Second derivative of log det(1 + (eˣ − 1)C) at x = 0 for a Hermitian matrix C

For any finite Hermitian matrix C, the theorem `second_cumulant` states that the function log Re det(1 + (eˣ − 1)C) of real x has second derivative Re tr C − Re tr C² at x = 0. In physics this gives a particle-number variance. Take fermions in a normalised Slater determinant and a finite set of orthonormal spin-orbitals, and let C have entries ⟨aᵢ†aⱼ⟩, so that its diagonal holds the mean occupations. The determinant is then the mean of exp(xN), where N counts the particles in those spin-orbitals, and the second derivative is the variance of N. The file doesn't prove this link to fermions, and the theorem doesn't need the eigenvalues of C to lie between 0 and 1. The attempt takes the first derivative near zero as a sum over the eigenvalues, differentiates each term by the quotient rule, and turns the resulting sum into traces.

As first written in Lean, the proof fails:

```lean
import Mathlib

open Matrix Filter Topology

noncomputable section

namespace SecondCumulant

variable {m n : Type*} [Fintype m] [DecidableEq m] [Fintype n] [DecidableEq n]

/-- The counting determinant `det (1 + (exp x - 1) C)` with counting parameter `x`. -/
def countingDet (C : Matrix m m ℂ) (x : ℝ) : ℂ :=
  (1 + ((Real.exp x - 1 : ℝ) : ℂ) • C).det

/-- The cumulant generating function: the logarithm of the counting determinant,
meant for Hermitian `C` and for `x` where the determinant is positive. -/
def cumulantGen (C : Matrix m m ℂ) (x : ℝ) : ℝ :=
  Real.log (countingDet C x).re

/-- A Hermitian matrix is diagonal in an orthonormal basis of natural orbitals,
with its eigenvalues on the diagonal. -/
theorem natural_orbitals {C : Matrix m m ℂ} (hC : C.IsHermitian) :
    ∃ U : Matrix m m ℂ, star U * U = 1 ∧
      C = U * diagonal (fun k => (hC.eigenvalues k : ℂ)) * star U := by
  refine ⟨hC.eigenvectorUnitary,
    Matrix.mem_unitaryGroup_iff'.1 hC.eigenvectorUnitary.2, ?_⟩
  have h := hC.spectral_theorem
  rw [Unitary.conjStarAlgAut_apply] at h
  exact h

/-- For Hermitian `C` and real `t`, the determinant of `1 + t C` is a product of
one real factor for each natural orbital. -/
theorem det_eq_prod {C : Matrix m m ℂ} (hC : C.IsHermitian) (t : ℝ) :
    (1 + (t : ℂ) • C).det = ((∏ k, (1 + t * hC.eigenvalues k) : ℝ) : ℂ) := by
  obtain ⟨U, hU, h⟩ := natural_orbitals hC
  have hU' : U * star U = 1 := mul_eq_one_comm.1 hU
  have hd : diagonal (fun k => ((1 + t * hC.eigenvalues k : ℝ) : ℂ)) =
      1 + (t : ℂ) • diagonal (fun k => (hC.eigenvalues k : ℂ)) := by
    ext i j
    by_cases hij : i = j
    · subst hij
      simp
    · simp [hij]
  have key : 1 + (t : ℂ) • C =
      U * diagonal (fun k => ((1 + t * hC.eigenvalues k : ℝ) : ℂ)) * star U := by
    rw [hd, mul_add, add_mul, mul_one, hU', mul_smul_comm, smul_mul_assoc, ← h]
  rw [key, det_mul, det_mul, mul_right_comm, ← det_mul, hU', det_one, one_mul,
    det_diagonal, Complex.ofReal_prod]

/-- For Hermitian `C`, the trace of `C²` is the sum of the squared eigenvalues. -/
theorem trace_sq {C : Matrix m m ℂ} (hC : C.IsHermitian) :
    (C * C).trace = ((∑ k, hC.eigenvalues k ^ 2 : ℝ) : ℂ) := by
  obtain ⟨U, hU, h⟩ := natural_orbitals hC
  set D := diagonal (fun k => (hC.eigenvalues k : ℂ)) with hD
  have hCC : C * C = U * (D * D) * star U := by
    calc C * C = (U * D * star U) * (U * D * star U) := by rw [← h]
      _ = U * D * (star U * U) * D * star U := by simp only [mul_assoc]
      _ = U * (D * D) * star U := by rw [hU]; simp only [mul_one, mul_assoc]
  rw [hCC, trace_mul_comm, ← mul_assoc, hU, one_mul, hD, diagonal_mul_diagonal,
    trace_diagonal, Complex.ofReal_sum]
  refine Finset.sum_congr rfl fun k _ => ?_
  rw [Complex.ofReal_pow, sq]

/-- For Hermitian `C` and all `x` near zero, the cumulant generating function is
differentiable, and its derivative is a sum over the natural orbitals. -/
theorem eventually_hasDerivAt {C : Matrix m m ℂ} (hC : C.IsHermitian) :
    ∀ᶠ x in 𝓝 (0 : ℝ), HasDerivAt (cumulantGen C)
      (∑ k, hC.eigenvalues k * Real.exp x /
        (1 + (Real.exp x - 1) * hC.eigenvalues k)) x := by
  -- every factor of the determinant is positive near zero
  have hpos : ∀ᶠ x in 𝓝 (0 : ℝ), ∀ k,
      0 < 1 + (Real.exp x - 1) * hC.eigenvalues k := by
    rw [eventually_all]
    intro k
    have hc : ContinuousAt
        (fun x : ℝ => 1 + (Real.exp x - 1) * hC.eigenvalues k) 0 := by fun_prop
    exact hc.eventually (lt_mem_nhds (by simp))
  filter_upwards [hpos.eventually_nhds] with x hx
  -- there the logarithm of the product is a sum of logarithms
  have heq : cumulantGen C =ᶠ[𝓝 x]
      fun y => ∑ k, Real.log (1 + (Real.exp y - 1) * hC.eigenvalues k) := by
    filter_upwards [hx] with y hy
    rw [cumulantGen, countingDet, det_eq_prod hC, Complex.ofReal_re, Real.log_prod]
    intro k _
    exact (hy k).ne'
  refine HasDerivAt.congr_of_eventuallyEq ?_ heq
  refine HasDerivAt.fun_sum fun k _ => ?_
  have h1 : HasDerivAt (fun y : ℝ => 1 + (Real.exp y - 1) * hC.eigenvalues k)
      (Real.exp x * hC.eigenvalues k) x :=
    (((Real.hasDerivAt_exp x).sub_const 1).mul_const _).const_add 1
  refine (h1.log (hx.self_of_nhds k).ne').congr_deriv ?_
  rw [mul_comm (Real.exp x)]

/-- Second cumulant: for Hermitian `C`, the second derivative of the generating
function at zero is `tr C - tr C²`. -/
theorem second_cumulant {C : Matrix m m ℂ} (hC : C.IsHermitian) :
    HasDerivAt (deriv (cumulantGen C)) (C.trace.re - (C * C).trace.re) 0 := by
  refine HasDerivAt.congr_of_eventuallyEq ?_
    ((eventually_hasDerivAt hC).mono fun x hx => hx.deriv)
  have h : HasDerivAt (fun x : ℝ => ∑ k, hC.eigenvalues k * Real.exp x /
      (1 + (Real.exp x - 1) * hC.eigenvalues k))
      (∑ k, (hC.eigenvalues k - hC.eigenvalues k ^ 2)) 0 := by
    refine HasDerivAt.fun_sum fun k _ => ?_
    have h1 : HasDerivAt (fun y : ℝ => 1 + (Real.exp y - 1) * hC.eigenvalues k)
        (Real.exp 0 * hC.eigenvalues k) 0 :=
      (((Real.hasDerivAt_exp 0).sub_const 1).mul_const _).const_add 1
    have h2 := (Real.hasDerivAt_exp 0).const_mul (hC.eigenvalues k)
    convert h2.fun_div h1 (by simp) using 1
    rw [Real.exp_zero]
    ring
  convert h using 1
  rw [trace_sq hC, hC.trace_eq_sum_eigenvalues, Finset.sum_sub_distrib]
  simp

end SecondCumulant
```

Messages:

```
Main.lean:109:8: error: Tactic `rewrite` failed: Did not find an occurrence of the pattern
  Real.exp 0
in the target expression
  Real.normedAddCommGroup.toAddCommGroup = DenselyNormedField.toNontriviallyNormedField.toDivisionRing.toAddCommGroup

case e'_4
m : Type u_1
inst✝¹ : Fintype m
inst✝ : DecidableEq m
C : Matrix m m ℂ
hC : C.IsHermitian
k : m
x✝ : k ∈ Finset.univ
h1 : HasDerivAt (fun y => 1 + (Real.exp y - 1) * hC.eigenvalues k) (Real.exp 0 * hC.eigenvalues k) 0
h2 : HasDerivAt (fun y => hC.eigenvalues k * Real.exp y) (hC.eigenvalues k * Real.exp 0) 0
⊢ Real.normedAddCommGroup.toAddCommGroup = DenselyNormedField.toNontriviallyNormedField.toDivisionRing.toAddCommGroup
Main.lean:112:6: error: Tactic `rewrite` failed: Did not find an occurrence of the pattern
  (C * C).trace
in the target expression
  Real.normedAddCommGroup.toAddCommGroup = Real.instAddCommGroup

case e'_4
m : Type u_1
inst✝¹ : Fintype m
inst✝ : DecidableEq m
C : Matrix m m ℂ
hC : C.IsHermitian
h :
  HasDerivAt (fun x => ∑ k, hC.eigenvalues k * Real.exp x / (1 + (Real.exp x - 1) * hC.eigenvalues k))
    (∑ k, (hC.eigenvalues k - hC.eigenvalues k ^ 2)) 0
⊢ Real.normedAddCommGroup.toAddCommGroup = Real.instAddCommGroup
```

Cause. Both errors have the same cause. `convert … using 1` matches two `HasDerivAt` statements argument by argument, and those arguments include the additive group structure on ℝ. The two sides reach that structure by different paths, and `convert` left their equality as a goal of its own. Each `rw` then met this goal, which contains neither `Real.exp 0` nor `(C * C).trace`, instead of the equation between derivatives.

`HasDerivAt.congr_deriv` changes only the value of the derivative. Lean accepts the two group structures as the same by unfolding definitions, so the one goal left is the equation that the next lines were written for.

The other two changes affect how that equation is simplified. `simp only [Real.exp_zero]` replaces the `rw`, and `Complex.ofReal_re` removes the real part around the sum of squares before the final `simp`. The messages don't show whether either was needed, since the old proof stopped before reaching those equations.

After these edits no error is left:

```diff
@@ -106,9 +106,10 @@
       (((Real.hasDerivAt_exp 0).sub_const 1).mul_const _).const_add 1
     have h2 := (Real.hasDerivAt_exp 0).const_mul (hC.eigenvalues k)
-    convert h2.fun_div h1 (by simp) using 1
-    rw [Real.exp_zero]
+    refine (h2.fun_div h1 (by simp)).congr_deriv ?_
+    simp only [Real.exp_zero]
     ring
-  convert h using 1
-  rw [trace_sq hC, hC.trace_eq_sum_eigenvalues, Finset.sum_sub_distrib]
+  refine h.congr_deriv ?_
+  rw [trace_sq hC, Complex.ofReal_re, hC.trace_eq_sum_eigenvalues,
+    Finset.sum_sub_distrib]
   simp
 
```
